# The unpolarised Thomson factor $(1+\cos^2 t)/2$ and its solid-angle integral $8\pi/3$

To state the polarisation average formally one has to decide what a photon's geometry is, and here it is a whole orthonormal basis of a real inner product space, with the last vector taken as the propagation direction and the others as linear polarisations. Transversality and completeness are then properties of the basis, and the polarisation vectors need not be aligned with the scattering plane.

In Lean 4 with Mathlib:

```lean
import Mathlib

open Real
open scoped InnerProductSpace

namespace ThomsonPolarisation

noncomputable section

/-- A photon frame: an orthonormal basis of `n + 1` vectors, the first `n` being
polarisation vectors and the last the propagation direction. -/
abbrev Frame (n : ℕ) (E : Type*) [NormedAddCommGroup E] [InnerProductSpace ℝ E] :=
  OrthonormalBasis (Fin (n + 1)) ℝ E

variable {E : Type*} [NormedAddCommGroup E] [InnerProductSpace ℝ E] {n : ℕ}

/-- The polarisation vector `e_a` of a frame. -/
def pol (b : Frame n E) (a : Fin n) : E := b a.castSucc

/-- The propagation direction `k` of a frame. -/
def dir (b : Frame n E) : E := b (Fin.last n)

/-- The sum of `⟨e_a, e_c'⟩²` over all incident and outgoing polarisations. -/
def polSum (b b' : Frame n E) : ℝ := ∑ a, ∑ c, ⟪pol b a, pol b' c⟫_ℝ ^ 2

/-- The unpolarised factor in three dimensions: `⟨e_a, e_c'⟩²` averaged over the two
incident and summed over the two outgoing polarisations. -/
def unpolarisedFactor (b b' : Frame 2 E) : ℝ := 1 / 2 * polSum b b'

/-- For any vector `e`, the sum of `⟨e, e_c⟩²` over the polarisations of a frame is
`‖e‖² - ⟨e, k⟩²`. -/
theorem polarised_sum (b : Frame n E) (e : E) :
    ∑ c, ⟪e, pol b c⟫_ℝ ^ 2 = ‖e‖ ^ 2 - ⟪e, dir b⟫_ℝ ^ 2 := by
  -- completeness of the frame, with the propagation direction split off
  have h := b.sum_inner_mul_inner e e
  have hsq : ∀ i, ⟪e, b i⟫_ℝ * ⟪b i, e⟫_ℝ = ⟪e, b i⟫_ℝ ^ 2 := by
    intro i
    rw [real_inner_comm e (b i), sq]
  simp only [hsq] at h
  rw [Fin.sum_univ_castSucc, real_inner_self_eq_norm_sq] at h
  unfold pol dir
  linarith

/-- In dimension `n + 1` the double polarisation sum equals `n - 1 + ⟨k, k'⟩²`. -/
theorem polSum_eq (b b' : Frame n E) :
    polSum b b' = (n : ℝ) - 1 + ⟪dir b, dir b'⟫_ℝ ^ 2 := by
  have hn : ∀ a, ‖pol b a‖ = 1 := fun a => b.orthonormal.1 _
  have hk : ‖dir b'‖ = 1 := b'.orthonormal.1 _
  -- sum over outgoing polarisations first
  have h1 : ∀ a, ∑ c, ⟪pol b a, pol b' c⟫_ℝ ^ 2 = 1 - ⟪dir b', pol b a⟫_ℝ ^ 2 := by
    intro a
    rw [polarised_sum, hn a, real_inner_comm (dir b') (pol b a), one_pow]
  unfold polSum
  simp only [h1]
  -- then expand `k'` in the incident frame
  rw [Finset.sum_sub_distrib, polarised_sum, hk, real_inner_comm (dir b) (dir b')]
  simp only [Finset.sum_const, Finset.card_univ, Fintype.card_fin, nsmul_eq_mul]
  ring

/-- The unpolarised factor equals `(1 + ⟨k, k'⟩²) / 2`. -/
theorem unpolarisedFactor_eq (b b' : Frame 2 E) :
    unpolarisedFactor b b' = (1 + ⟪dir b, dir b'⟫_ℝ ^ 2) / 2 := by
  rw [unpolarisedFactor, polSum_eq]
  push_cast
  ring

/-- Replacing the polarisation vectors while keeping both propagation directions
leaves the unpolarised factor unchanged. -/
theorem unpolarisedFactor_indep (b₁ b₂ b₁' b₂' : Frame 2 E)
    (h : dir b₁ = dir b₂) (h' : dir b₁' = dir b₂') :
    unpolarisedFactor b₁ b₁' = unpolarisedFactor b₂ b₂' := by
  rw [unpolarisedFactor_eq, unpolarisedFactor_eq, h, h']

/-- The unpolarised factor lies between `1/2` and `1`, and equals `1/2` exactly when
the two propagation directions are perpendicular. -/
theorem unpolarisedFactor_bounds (b b' : Frame 2 E) :
    1 / 2 ≤ unpolarisedFactor b b' ∧ unpolarisedFactor b b' ≤ 1 ∧
      (unpolarisedFactor b b' = 1 / 2 ↔ ⟪dir b, dir b'⟫_ℝ = 0) := by
  have hk : ‖dir b‖ = 1 := b.orthonormal.1 _
  have h0 : 0 ≤ ∑ c, ⟪dir b, pol b' c⟫_ℝ ^ 2 :=
    Finset.sum_nonneg fun _ _ => sq_nonneg _
  rw [polarised_sum, hk, one_pow] at h0
  have h1 := sq_nonneg ⟪dir b, dir b'⟫_ℝ
  rw [unpolarisedFactor_eq]
  refine ⟨by linarith, by linarith, fun h => ?_, fun h => ?_⟩
  · have h2 : ⟪dir b, dir b'⟫_ℝ ^ 2 = 0 := by linarith
    exact (pow_eq_zero_iff two_ne_zero).mp h2
  · rw [h]
    norm_num

/-- The integral of `(1 + cos² t) / 2 · sin t` over the polar angle `t ∈ [0, π]`
is `4/3`. -/
theorem angular_integral :
    ∫ t in (0 : ℝ)..π, (1 + cos t ^ 2) / 2 * sin t = 4 / 3 := by
  -- antiderivative `-cos t / 2 - cos³ t / 6`
  have hd : ∀ t ∈ Set.uIcc (0 : ℝ) π, HasDerivAt
      (fun t => (-1 / 2 : ℝ) * cos t + (-1 / 6 : ℝ) * (cos t * cos t * cos t))
      ((1 + cos t ^ 2) / 2 * sin t) t := by
    intro t _
    have h := hasDerivAt_cos t
    have h2 := (h.const_mul (-1 / 2 : ℝ)).fun_add
      (((h.fun_mul h).fun_mul h).const_mul (-1 / 6 : ℝ))
    exact h2.congr_deriv (by ring)
  rw [intervalIntegral.integral_eq_sub_of_hasDerivAt hd
    (Continuous.intervalIntegrable (by fun_prop) _ _)]
  simp only [cos_pi, cos_zero]
  norm_num

/-- For outgoing frames whose direction makes the angle `t ∈ [0, π]` with the incident
one, the unpolarised factor is `(1 + cos² t) / 2`, and `2π` times its integral against
`sin t dt` is `8π/3`. -/
theorem thomson_total (b : Frame 2 E) (out : ℝ → Frame 2 E)
    (h : ∀ t ∈ Set.Icc (0 : ℝ) π, ⟪dir b, dir (out t)⟫_ℝ = cos t) :
    (∀ t ∈ Set.Icc (0 : ℝ) π, unpolarisedFactor b (out t) = (1 + cos t ^ 2) / 2) ∧
      2 * π * ∫ t in (0 : ℝ)..π, unpolarisedFactor b (out t) * sin t = 8 * π / 3 := by
  have hI : ∫ t in (0 : ℝ)..π, unpolarisedFactor b (out t) * sin t
      = ∫ t in (0 : ℝ)..π, (1 + cos t ^ 2) / 2 * sin t := by
    refine intervalIntegral.integral_congr fun t ht => ?_
    rw [Set.uIcc_of_le pi_pos.le] at ht
    simp only [unpolarisedFactor_eq, h t ht]
  refine ⟨fun t ht => by rw [unpolarisedFactor_eq, h t ht], ?_⟩
  rw [hI, angular_integral]
  ring

/-- The inner product of Euclidean 3-space in Cartesian components. -/
theorem inner_three (x y : EuclideanSpace ℝ (Fin 3)) :
    ⟪x, y⟫_ℝ = x 0 * y 0 + x 1 * y 1 + x 2 * y 2 := by
  simp [PiLp.inner_apply, Fin.sum_univ_three]
  ring1

/-- The polar, azimuthal and radial unit vectors at polar angle `θ` and azimuth `φ`. -/
def sphVec (θ φ : ℝ) : Fin 3 → EuclideanSpace ℝ (Fin 3) :=
  ![!₂[cos θ * cos φ, cos θ * sin φ, -sin θ], !₂[-sin φ, cos φ, 0],
    !₂[sin θ * cos φ, sin θ * sin φ, cos θ]]

/-- The polar, azimuthal and radial unit vectors are orthonormal. -/
theorem sphVec_orthonormal (θ φ : ℝ) : Orthonormal ℝ (sphVec θ φ) := by
  have hθ := sin_sq_add_cos_sq θ
  have hφ := sin_sq_add_cos_sq φ
  refine orthonormal_iff_ite.mpr fun i j => ?_
  rw [inner_three]
  fin_cases i <;> fin_cases j <;> simp [sphVec]
  all_goals
    first
      | ring1
      | linear_combination hφ
      | linear_combination cos θ ^ 2 * hφ + hθ
      | linear_combination sin θ ^ 2 * hφ + hθ
      | linear_combination cos θ * sin θ * hφ

/-- The frame with the polar and azimuthal unit vectors as polarisations and the
radial unit vector as propagation direction. -/
def sphericalFrame (θ φ : ℝ) : Frame 2 (EuclideanSpace ℝ (Fin 3)) :=
  OrthonormalBasis.mk (sphVec_orthonormal θ φ)
    ((sphVec_orthonormal θ φ).linearIndependent.span_eq_top_of_card_eq_finrank'
      (by simp)).ge

/-- With the spherical frame at `θ = φ = 0` incident and the one at `(θ, φ)` outgoing,
`⟨k, k'⟩ = cos θ`, and the unpolarised factor integrated against `sin θ dθ dφ` over
`[0, π] × [0, 2π]` is `8π/3`. -/
theorem thomson_total_witness :
    (∀ θ φ, ⟪dir (sphericalFrame 0 0), dir (sphericalFrame θ φ)⟫_ℝ = cos θ) ∧
      ∫ φ in (0 : ℝ)..2 * π, ∫ θ in (0 : ℝ)..π,
        unpolarisedFactor (sphericalFrame 0 0) (sphericalFrame θ φ) * sin θ
          = 8 * π / 3 := by
  have hd : ∀ θ φ, dir (sphericalFrame θ φ) = sphVec θ φ 2 := by
    intro θ φ
    exact congrFun (OrthonormalBasis.coe_mk (sphVec_orthonormal θ φ) _) 2
  have hc : ∀ θ φ, ⟪dir (sphericalFrame 0 0), dir (sphericalFrame θ φ)⟫_ℝ = cos θ := by
    intro θ φ
    rw [hd, hd, inner_three]
    simp [sphVec]
  refine ⟨hc, ?_⟩
  -- the polar integral is `4/3` for every azimuth
  simp only [unpolarisedFactor_eq, hc, angular_integral]
  rw [intervalIntegral.integral_const, smul_eq_mul]
  ring

end

end ThomsonPolarisation
```

```lean
#print axioms ThomsonPolarisation.unpolarisedFactor_indep
#print axioms ThomsonPolarisation.unpolarisedFactor_bounds
#print axioms ThomsonPolarisation.thomson_total
```

```
'ThomsonPolarisation.unpolarisedFactor_indep' depends on axioms: [propext, Classical.choice, Quot.sound]
'ThomsonPolarisation.unpolarisedFactor_bounds' depends on axioms: [propext, Classical.choice, Quot.sound]
'ThomsonPolarisation.thomson_total' depends on axioms: [propext, Classical.choice, Quot.sound]
```

## What the statements say

`Frame n E` is an orthonormal basis $b_0,\dots,b_n$ of a real inner product space $E$, so $E$ has dimension $n+1$. The polarisation vectors are $e_a = b_a$ for $a = 0,\dots,n-1$ (`pol b a`, where `a.castSucc` regards $a$ as an index of the full basis), and the propagation direction is $k = b_n$ (`dir b`). All of these are unit vectors. A second frame `b'` in the same space describes the outgoing photon, with polarisations $e'_c$ and direction $k'$. The index $a$ labels incident and $c$ outgoing polarisations, both counted from $0$. For light in ordinary space $n = 2$, the frames are $(e_0,e_1,k)$ and $(e'_0,e'_1,k')$, and neither is required to be right-handed.

Two quantities are defined from a pair of frames. With $\langle\cdot,\cdot\rangle$ the inner product, `polSum b b'` is
$$S = \sum_{a}\sum_{c}\langle e_a,e'_c\rangle^2 ,$$
and for $n=2$ `unpolarisedFactor b b'` is $P = \tfrac12 S$.

The theorems about them read as follows. `polarised_sum` holds for any vector $e$, of any length, and any frame: $\sum_c\langle e,e_c\rangle^2 = \lVert e\rVert^2-\langle e,k\rangle^2$. `polSum_eq` gives $S = n-1+\langle k,k'\rangle^2$ for every $n$, with the subtraction `(n : ℝ) - 1` done in the real numbers. At $n=0$ the sum is empty, the space is a line, $k'=\pm k$, and the statement reads $0=-1+1$. At $n=2$ it becomes `unpolarisedFactor_eq`,
$$P = \frac{1+\langle k,k'\rangle^2}{2}.$$
`unpolarisedFactor_indep` takes two incident frames with the same direction and two outgoing frames with the same direction, and says that the two values of $P$ agree. `unpolarisedFactor_bounds` says $\tfrac12\le P\le 1$, with $P=\tfrac12$ if and only if $\langle k,k'\rangle=0$.

The main theorem `thomson_total` fixes an incident frame `b` and takes a family `out` of outgoing frames, one for each real $t$, with directions $k'(t)$. Its one hypothesis `h` is $\langle k,k'(t)\rangle=\cos t$ for $t\in[0,\pi]$, which makes $t$ the scattering angle. Writing $P(t)$ for the factor between `b` and `out t`, the conclusions are $P(t) = (1+\cos^2t)/2$ on $[0,\pi]$ and
$$2\pi\int_0^\pi P(t)\sin t\,dt=\frac{8\pi}{3}.$$
The family is not assumed continuous or measurable. The polarisation vectors may jump arbitrarily with $t$, and the azimuth of $k'(t)$ about $k$ may wander, because the integrand coincides on $[0,\pi]$ with a continuous function that sees neither.

In `thomson_total` the factor $2\pi$ is a number written in front of a one-dimensional integral. The azimuthal integration is carried out in `thomson_total_witness`, for explicit frames in `EuclideanSpace ℝ (Fin 3)`. At polar angle $\theta$ and azimuth $\varphi$, `sphVec θ φ` lists the unit vectors
$$\hat\theta=(\cos\theta\cos\varphi,\ \cos\theta\sin\varphi,\ -\sin\theta),\qquad \hat\varphi=(-\sin\varphi,\ \cos\varphi,\ 0),\qquad \hat r=(\sin\theta\cos\varphi,\ \sin\theta\sin\varphi,\ \cos\theta),$$
and `sphericalFrame θ φ` is the frame $(\hat\theta,\hat\varphi,\hat r)$. The incident frame `sphericalFrame 0 0` consists of the Cartesian unit vectors $(\hat x,\hat y,\hat z)$, a beam along $\hat z$. The theorem states that $\langle k,k'\rangle=\cos\theta$ for all $\theta$ and $\varphi$, so each fixed azimuth supplies a family of the kind that `thomson_total` asks for, and that
$$\int_0^{2\pi}\!d\varphi\int_0^\pi\! d\theta\; P(\theta,\varphi)\sin\theta=\frac{8\pi}{3},$$
where $P(\theta,\varphi)$ is the factor between the incident frame and the frame at $(\theta,\varphi)$.

## The physics encoded

For elastic scattering of light by a free, non-relativistic electron, the differential cross-section from linear polarisation $e$ into linear polarisation $e'$ is $r_e^2\langle e,e'\rangle^2$, where $r_e$ is the classical electron radius. An unpolarised beam is an equal incoherent mixture of $e_0$ and $e_1$, which gives each the weight $\tfrac12$. A detector that does not resolve polarisation counts $e'_0$ and $e'_1$ alike, which gives a plain sum over $c$. The result is $d\sigma/d\Omega=r_e^2P$, and integrating over the solid angle $d\Omega$ gives the Thomson cross-section $\sigma=\tfrac{8\pi}{3}r_e^2$.

The theorems cover the geometric part of this chain, from the squared overlaps to the number $8\pi/3$. The amplitude $\propto\langle e,e'\rangle$ enters through the definition of `polSum` and is not derived from Maxwell's equations or from perturbation theory; $r_e$ does not appear; recoil, binding and spin are absent. Polarisation vectors are real, so circular and elliptical bases, which need complex vectors, are not included, and a beam with partial linear polarisation, for which the cross-section also depends on the azimuth of $k'$ about $k$, is not described by $P$. The solid-angle element $\sin\theta\,d\theta\,d\varphi$ is written into an iterated integral and is not obtained from a surface measure on the sphere.

In the kinematic (single-scattering) treatment of X-ray diffraction with an unpolarised beam incident on the sample, $P$ multiplies the squared modulus of the Fourier transform of the electron density in the elastically scattered intensity, as long as the electrons respond as free charges, that is, at photon energies well above the absorption edges of the atoms involved.

## Why it is true

The argument uses completeness of an orthonormal basis twice. Take any vector $e$ and expand it in the outgoing frame. Its squared length is the sum of its squared components,
$$\lVert e\rVert^2=\sum_c\langle e,e'_c\rangle^2+\langle e,k'\rangle^2 ,$$
and moving the longitudinal term to the other side gives
$$\sum_c\langle e,e'_c\rangle^2=\lVert e\rVert^2-\langle e,k'\rangle^2 .$$
For a unit polarisation vector $e$ the right side is $\sin^2$ of the angle between $e$ and $k'$, the radiation pattern of a dipole oscillating along $e$. In the proof of `polarised_sum`, `b.sum_inner_mul_inner e e` is the completeness relation in the form $\sum_i\langle e,b_i\rangle\langle b_i,e\rangle=\langle e,e\rangle$, with $i$ running over all $n+1$ basis vectors. The step `hsq` turns each product into a square by symmetry of the real inner product, `Fin.sum_univ_castSucc` separates the term $i=n$ from the first $n$, and `linarith` rearranges.

Now put $e=e_a$, which has unit length, and sum over the $n$ incident polarisations:
$$S=\sum_a\bigl(1-\langle k',e_a\rangle^2\bigr)=n-\sum_a\langle k',e_a\rangle^2 .$$
The remaining sum has the same shape with the roles exchanged: the vector is $k'$ and the frame is the incident one. Hence $\sum_a\langle k',e_a\rangle^2=1-\langle k,k'\rangle^2$, and
$$S=n-\bigl(1-\langle k,k'\rangle^2\bigr)=n-1+\langle k,k'\rangle^2 .$$
In `polSum_eq`, `h1` is the first use of the identity, `Finset.sum_sub_distrib` splits the sum over $a$ into $\sum_a 1$ and $\sum_a\langle k',e_a\rangle^2$, and the `polarised_sum` that follows is the second use. Setting $n=2$ and halving gives $P=(1+\langle k,k'\rangle^2)/2$. The right side contains only $k$ and $k'$, so `unpolarisedFactor_indep` follows by rewriting both factors in this form and substituting the equal directions.

The lower bound $P\ge\tfrac12$ is $\langle k,k'\rangle^2\ge0$, and equality forces $\langle k,k'\rangle^2=0$. The upper bound needs $\langle k,k'\rangle^2\le1$. The proof takes this from completeness again: with $e=k$,
$$0\le\sum_c\langle k,e'_c\rangle^2=1-\langle k,k'\rangle^2 ,$$
which is `h0` after rewriting.

For the angular integral set $F(t)=-\tfrac12\cos t-\tfrac16\cos^3t$. Differentiating,
$$F'(t)=\tfrac12\sin t+\tfrac12\cos^2t\,\sin t=\frac{1+\cos^2t}{2}\sin t .$$
At the endpoints $F(\pi)=\tfrac12+\tfrac16=\tfrac23$ and $F(0)=-\tfrac23$, so the integral over $[0,\pi]$ is $\tfrac43$. In `angular_integral` the cube is written `cos t * cos t * cos t`, and `hd` builds the derivative from `hasDerivAt_cos` by two applications of the product rule, with `ring` collecting the three equal terms. The fundamental theorem of calculus enters as `intervalIntegral.integral_eq_sub_of_hasDerivAt`, whose integrability condition is met because the integrand is continuous.

`thomson_total` joins the two results. The step `hI` uses `intervalIntegral.integral_congr` to replace $P(t)\sin t$ by $\tfrac12(1+\cos^2t)\sin t$, which requires agreement only on the interval of integration, exactly where `h` applies. Then $2\pi\cdot\tfrac43=\tfrac{8\pi}{3}$.

For the explicit frames, `inner_three` writes the inner product as $x_0y_0+x_1y_1+x_2y_2$ in Cartesian components, and `sphVec_orthonormal` goes through the nine pairs of vectors. The products $\langle\hat\theta,\hat\varphi\rangle$ and $\langle\hat\varphi,\hat r\rangle$ cancel term by term. The others use $\sin^2+\cos^2=1$:
$$\lVert\hat\theta\rVert^2=\cos^2\theta\,(\cos^2\varphi+\sin^2\varphi)+\sin^2\theta=1,\qquad \lVert\hat\varphi\rVert^2=\sin^2\varphi+\cos^2\varphi=1,$$
$$\lVert\hat r\rVert^2=\sin^2\theta\,(\cos^2\varphi+\sin^2\varphi)+\cos^2\theta=1,\qquad \langle\hat\theta,\hat r\rangle=\cos\theta\sin\theta\,(\cos^2\varphi+\sin^2\varphi)-\sin\theta\cos\theta=0 .$$
The coefficients in the `linear_combination` calls are the prefactors visible here: `cos θ ^ 2 * hφ + hθ` for $\lVert\hat\theta\rVert^2$, `hφ` alone for $\lVert\hat\varphi\rVert^2$, `sin θ ^ 2 * hφ + hθ` for $\lVert\hat r\rVert^2$, `cos θ * sin θ * hφ` for the last product. Three orthonormal vectors are linearly independent, and three independent vectors span a three-dimensional space, which is how `sphericalFrame` promotes them to a basis. The construction is valid at the poles $\theta=0,\pi$ as well. Finally `hc` evaluates $\langle\hat z,\hat r\rangle=\cos\theta$, the inner integral equals $\tfrac43$ for every $\varphi$, and `intervalIntegral.integral_const` integrates this constant over $[0,2\pi]$.

## A numerical instance

The numbers below are worked directly from the definitions as an illustration and are not among the theorems. Take the incident frame $(\hat x,\hat y,\hat z)$ and the outgoing frame at $\theta=\pi/3$, $\varphi=\pi/6$, so that $\cos\theta=\tfrac12$, $\sin\theta=\tfrac{\sqrt3}{2}$, $\cos\varphi=\tfrac{\sqrt3}{2}$ and $\sin\varphi=\tfrac12$. The outgoing vectors are
$$e'_0=\Bigl(\tfrac{\sqrt3}{4},\ \tfrac14,\ -\tfrac{\sqrt3}{2}\Bigr),\qquad e'_1=\Bigl(-\tfrac12,\ \tfrac{\sqrt3}{2},\ 0\Bigr),\qquad k'=\Bigl(\tfrac34,\ \tfrac{\sqrt3}{4},\ \tfrac12\Bigr).$$
The overlaps with $e_0=\hat x$ and $e_1=\hat y$ are the first two components, with squares

| | $c=0$ | $c=1$ | row sum |
|---|---|---|---|
| $a=0$ | $3/16$ | $4/16$ | $7/16$ |
| $a=1$ | $1/16$ | $12/16$ | $13/16$ |

Each row sum agrees with $1-\langle e_a,k'\rangle^2$, namely $1-\tfrac9{16}$ and $1-\tfrac3{16}$. The total is $S=\tfrac{20}{16}=\tfrac54$, so $P=\tfrac58$, which equals $(1+\tfrac14)/2$. Replacing the outgoing pair by $(e'_0+e'_1)/\sqrt2$ and $(e'_0-e'_1)/\sqrt2$ changes the entries. In the row $a=0$ they become $\tfrac12\bigl(\tfrac{\sqrt3}{4}\mp\tfrac12\bigr)^2=\tfrac{7}{32}\mp\tfrac{\sqrt3}{8}$, and their sum is still $\tfrac7{16}$.

## Averaging on the wrong side

The double sum is symmetric in the two frames, and this invites a symmetric treatment of the weights: an average over both incident and outgoing polarisations, $\tfrac14S$, in place of $\tfrac12S$. The two indices play different roles. The incident polarisation is unknown, so its two values share a total probability of one; the two outgoing polarisations are distinct final states, each of which contributes its full rate. Forward scattering exposes the error. For $k'=k$ every incident polarisation is perpendicular to $k'$, each row sum is $1$, and the unpolarised factor has to equal the value $1$ common to both rows. The correct weight gives $\tfrac12\cdot2=1$, whereas the double average gives $\tfrac12$ and a total of $4\pi/3$. A formal version with $1/4$ in the definition of `unpolarisedFactor` would still yield a function of $\langle k,k'\rangle$ alone, so independence of the polarisation basis does not detect the wrong weight; the weight has to be fixed by the meaning of the two sums.
